# Bounding the Hartree energy of a density error in lattice models with a convex kinetic functional

Take one lattice site with density $n\ge 0$, repulsion $U>0$ and no kinetic energy, so that $E(n)=-vn+Un^2/2$. For $v>0$ the minimiser is $n=v/U$, and a trial density $m$ costs exactly $E(m)-E(n)=U(m-n)^2/2$. For $v\le 0$ the minimiser is $n=0$, and $E(m)-E(0)=|v|m+Um^2/2\ge Um^2/2$. In both cases the excess energy is at least the repulsion energy of the error $m-n$. The curvature of the interaction term is responsible, and the bound survives when a convex kinetic energy or a convex constraint is added.

The problems below extend this to any finite set of sites `ι`.

In Lean 4 with Mathlib:

```lean
import Mathlib

open Matrix

namespace ThomasFermiStability

noncomputable section

variable {ι : Type*} [Fintype ι]
```

Densities and potentials are real functions on the sites, $\langle x,y\rangle=\sum_i x_iy_i$ is written `x ⬝ᵥ y`, and $|x|^2=\langle x,x\rangle$. Cell volumes are absorbed into the variables. The interaction is a real matrix $J$, with $Jx$ written `J *ᵥ x`, and the Hartree energy is $D(x)=\langle x,Jx\rangle/2$.

```lean
/-- The Hartree energy `⟨x, J x⟩ / 2` of a lattice charge distribution `x` with interaction
matrix `J`. -/
def hartree (J : Matrix ι ι ℝ) (x : ι → ℝ) : ℝ := (x ⬝ᵥ J *ᵥ x) / 2
```

The total energy is $E_v(n)=T(n)-\langle v,n\rangle+D(n)$. With this sign, a positive $v$ attracts electrons.

```lean
/-- The density functional `E_v(n) = T(n) - ⟨v, n⟩ + ⟨n, J n⟩ / 2` in the attractive
potential `v`. -/
def energy (T : (ι → ℝ) → ℝ) (J : Matrix ι ι ℝ) (v n : ι → ℝ) : ℝ :=
  T n - v ⬝ᵥ n + hartree J n
```

A ground state is a member of the admissible set $K$ with the lowest energy on $K$. Positivity and a fixed electron number can both be built into $K$.

```lean
/-- The density `n` is admissible and has the lowest energy `E_v` among all densities in `K`. -/
def IsGroundState (K : Set (ι → ℝ)) (T : (ι → ℝ) → ℝ) (J : Matrix ι ι ℝ)
    (v n : ι → ℝ) : Prop :=
  n ∈ K ∧ ∀ m ∈ K, energy T J v n ≤ energy T J v m
```

The hypothesis `ConvexOn ℝ K T` says that $K$ is convex and that $T$ is convex on it. The discretised Thomas–Fermi energy $c\sum_i n_i^{5/3}$ with $c>0$, on nonnegative densities, is an example. An added exchange term may destroy convexity. The existence of ground states is assumed except in (j), where it is proved, and no continuum limit is taken. Symmetry and positivity of $J$ are assumed only in the parts that name them.

For orbital-free calculations with such a convex functional and a positive definite $J$ on a finite grid, the bounds turn the excess energy of a trial density, or an error in the external potential, into a limit on the density error.

## (a) Hartree energy of a mixture

Show that for all densities $n,m$ and all real $t$
$$D((1-t)n+tm)=(1-t)D(n)+tD(m)-t(1-t)D(m-n).$$

**Solution.** Write $B(x,y)=\langle x,Jy\rangle$. Twice the left side is
$$(1-t)^2B(n,n)+t(1-t)[B(n,m)+B(m,n)]+t^2B(m,m).$$
Insert $(1-t)^2=(1-t)-t(1-t)$ and $t^2=t-t(1-t)$. The terms with the factor $-t(1-t)$ combine to $B(n,n)+B(m,m)-B(n,m)-B(m,n)=B(m-n,m-n)$. Halving gives the identity, without any symmetry of $J$.

In the code, `simp only` expands the products and `ring` compares the coefficients.

```lean
variable {K : Set (ι → ℝ)} {T : (ι → ℝ) → ℝ} {J : Matrix ι ι ℝ} {v w n m : ι → ℝ}

/-- The Hartree energy of a mixture of two densities is the mixture of their Hartree energies
minus `t (1 - t)` times the Hartree energy of their difference. -/
theorem hartree_mix (J : Matrix ι ι ℝ) (n m : ι → ℝ) (t : ℝ) :
    hartree J ((1 - t) • n + t • m) =
      (1 - t) * hartree J n + t * hartree J m - t * (1 - t) * hartree J (m - n) := by
  simp only [hartree, Matrix.mulVec_add, Matrix.mulVec_sub, Matrix.mulVec_smul,
    dotProduct_add, add_dotProduct, dotProduct_sub, sub_dotProduct, dotProduct_smul,
    smul_dotProduct, smul_eq_mul]
  ring
```

## (b) Energy of a mixture

Let $T$ be convex on $K$, $n,m\in K$ and $0\le t\le1$. Show that
$$E_v((1-t)n+tm)\le(1-t)E_v(n)+tE_v(m)-t(1-t)D(m-n).$$

**Solution.** Convexity gives $T((1-t)n+tm)\le(1-t)T(n)+tT(m)$. The external term is linear, so it equals its interpolation. Adding the identity of (a) gives the claim.

Here `hT.2` is the convexity inequality, `hartree_mix` supplies (a), and `linarith` adds them.

```lean
/-- For `T` convex on `K` and `0 ≤ t ≤ 1`, the energy of the mixture `(1 - t) n + t m` of two
admissible densities lies below the mixture of their energies by at least `t (1 - t)` times the
Hartree energy of their difference. -/
theorem energy_mix (hT : ConvexOn ℝ K T) (hn : n ∈ K) (hm : m ∈ K) {t : ℝ}
    (ht0 : 0 ≤ t) (ht1 : t ≤ 1) :
    energy T J v ((1 - t) • n + t • m) ≤
      (1 - t) * energy T J v n + t * energy T J v m - t * (1 - t) * hartree J (m - n) := by
  have h := hT.2 hn hm (sub_nonneg.2 ht1) ht0 (by ring)
  simp only [smul_eq_mul] at h
  unfold energy
  rw [hartree_mix]
  simp only [dotProduct_add, dotProduct_smul, smul_eq_mul]
  linarith
```

## (c) Density error from the energy error

Let $T$ be convex on $K$, let $n$ be a ground state in $v$, and let $m\in K$. Show that
$$D(m-n)\le E_v(m)-E_v(n).$$

**Solution.** Let $\Delta=E_v(m)-E_v(n)$, and in this solution let $D$ without an argument stand for the number $D(m-n)$. For $0<t\le1$ the mixture lies in $K$, so minimality and (b) give
$$E_v(n)\le(1-t)E_v(n)+tE_v(m)-t(1-t)D,$$
that is, $t[\Delta-(1-t)D]\ge0$. Divide by $t$ and let $t\to0$.

The code replaces the limit by one value of $t$. Suppose $\Delta<D$. Since $\Delta\ge0$, we have $D>0$, and $t=(D-\Delta)/(2D)$ lies in $(0,1]$. Then $\Delta\ge(1-t)D=(D+\Delta)/2$, which forces $\Delta\ge D$, a contradiction. The two `nlinarith` calls establish the range of $t$, and `hmem` places the mixture in $K$.

```lean
/-- Energy bound: for `T` convex on `K`, the excess energy of any admissible trial density `m`
over the ground state `n` is at least the Hartree energy of the density error `m - n`. -/
theorem hartree_error_le_energy_error (hT : ConvexOn ℝ K T)
    (hn : IsGroundState K T J v n) (hm : m ∈ K) :
    hartree J (m - n) ≤ energy T J v m - energy T J v n := by
  by_contra hcon
  have hlt := not_le.1 hcon
  have hg := hn.2 m hm
  have hD : 0 < hartree J (m - n) := by linarith
  -- a mixing parameter small enough to contradict minimality
  obtain ⟨t, ht⟩ : ∃ t : ℝ, t * (2 * hartree J (m - n)) =
      hartree J (m - n) - (energy T J v m - energy T J v n) :=
    ⟨(hartree J (m - n) - (energy T J v m - energy T J v n)) / (2 * hartree J (m - n)),
      div_mul_cancel₀ _ (by positivity)⟩
  have ht0 : 0 < t := by
    by_contra h
    nlinarith [mul_nonneg (neg_nonneg.2 (not_lt.1 h)) hD.le]
  have ht1 : t ≤ 1 := by
    by_contra h
    nlinarith [mul_pos (sub_pos.2 (not_le.1 h)) hD]
  have hmem : (1 - t) • n + t • m ∈ K :=
    hT.1 hn.1 hm (sub_nonneg.2 ht1) ht0.le (by ring)
  have h1 := (hn.2 _ hmem).trans (energy_mix (J := J) (v := v) hT hn.1 hm ht0.le ht1)
  have h2 : 0 ≤ t * ((energy T J v m - energy T J v n) - (1 - t) * hartree J (m - n)) := by
    linarith
  have h3 := nonneg_of_mul_nonneg_right h2 ht0
  linarith
```

The same argument gives a neighbouring bound. If $T$ satisfies its convexity inequality with an extra gain $-t(1-t)G(m-n)$ on the right, as a quadratic gradient penalty $G$ added to a convex functional would provide, then $D(m-n)+G(m-n)$ replaces $D(m-n)$ in the result.

## (d) Density error from the potential error

Let $T$ be convex on $K$, with $n$ a ground state in $v$ and $m$ a ground state in $w$. Show that
$$2D(n-m)\le\langle v-w,n-m\rangle.$$

**Solution.** Apply (c) twice, each ground state serving as the trial density for the other:
$$D(m-n)\le E_v(m)-E_v(n),\qquad D(n-m)\le E_w(n)-E_w(m).$$
The left sides are equal because $D(-x)=D(x)$. In the sum of the right sides $T$ and the Hartree energies cancel, leaving
$$-\langle v,m\rangle+\langle v,n\rangle-\langle w,n\rangle+\langle w,m\rangle=\langle v-w,n-m\rangle.$$

In the limiting case $J=0$ this reads $\langle v-w,n-m\rangle\ge0$: on balance, density moves to where the potential has become more attractive.

The two uses of (c) are `h1` and `h2`, and `h3` is the evenness of $D$.

```lean
/-- Potential bound: for `T` convex on `K` and ground states `n` in `v` and `m` in `w`, the
pairing `⟨v - w, n - m⟩` is at least twice the Hartree energy of `n - m`. -/
theorem hartree_error_le_potential_error (hT : ConvexOn ℝ K T)
    (hn : IsGroundState K T J v n) (hm : IsGroundState K T J w m) :
    2 * hartree J (n - m) ≤ (v - w) ⬝ᵥ (n - m) := by
  have h1 := hartree_error_le_energy_error hT hn hm.1
  have h2 := hartree_error_le_energy_error hT hm hn.1
  have h3 : hartree J (m - n) = hartree J (n - m) := by
    rw [← neg_sub n m]
    simp only [hartree, Matrix.mulVec_neg, neg_dotProduct, dotProduct_neg, neg_neg]
  -- kinetic and Hartree terms cancel in the sum of the two energy bounds
  simp only [energy] at h1 h2
  simp only [sub_dotProduct, dotProduct_sub]
  linarith
```

## (e) Squared density error from the energy error

In the setting of (c), suppose also that $\langle x,Jx\rangle\ge\kappa|x|^2$ for all $x$, with $\kappa>0$. Show that
$$|m-n|^2\le\frac{2\,(E_v(m)-E_v(n))}{\kappa}.$$

The constant $\kappa$ is a minimum stiffness against charge fluctuations: every pattern $x$ costs at least $\kappa|x|^2/2$ in repulsion energy. For symmetric $J$ it can be the lowest eigenvalue, if that is positive.

**Solution.** By the assumption and (c), $\kappa|m-n|^2\le2D(m-n)\le2(E_v(m)-E_v(n))$. Divide by $\kappa$, which is the step `le_div_iff₀`.

```lean
/-- If `T` is convex on `K` and `⟨x, J x⟩ ≥ κ |x|²` with `κ > 0`, the squared distance of a trial
density from the ground state is at most `2 / κ` times its excess energy. -/
theorem density_error_of_energy (hT : ConvexOn ℝ K T) {κ : ℝ} (hκ : 0 < κ)
    (hJ : ∀ x, κ * (x ⬝ᵥ x) ≤ x ⬝ᵥ J *ᵥ x)
    (hn : IsGroundState K T J v n) (hm : m ∈ K) :
    (m - n) ⬝ᵥ (m - n) ≤ 2 * (energy T J v m - energy T J v n) / κ := by
  have h1 := hartree_error_le_energy_error hT hn hm
  have h2 := hJ (m - n)
  unfold hartree at h1
  rw [le_div_iff₀ hκ]
  linarith
```

## (f) Squared density error from the potential error

In the setting of (d), with the same assumption on $\kappa$, show that
$$|n-m|^2\le\frac{|v-w|^2}{\kappa^2}.$$

**Solution.** Put $d=n-m$ and $a=v-w$. By (d), $\kappa|d|^2\le2D(d)\le\langle a,d\rangle$. Expand a square:
$$0\le|a-\kappa d|^2=|a|^2-2\kappa\langle a,d\rangle+\kappa^2|d|^2\le|a|^2-\kappa^2|d|^2.$$
The last step uses $\kappa\langle a,d\rangle\ge\kappa^2|d|^2$.

The square is `h3` and the last inequality is `h4`. The two `generalize` lines introduce $d$ and $a$.

```lean
/-- If `T` is convex on `K` and `⟨x, J x⟩ ≥ κ |x|²` with `κ > 0`, the ground-state density depends
on the potential in a Lipschitz way: `|n - m|² ≤ |v - w|² / κ²`. -/
theorem density_error_of_potential (hT : ConvexOn ℝ K T) {κ : ℝ} (hκ : 0 < κ)
    (hJ : ∀ x, κ * (x ⬝ᵥ x) ≤ x ⬝ᵥ J *ᵥ x)
    (hn : IsGroundState K T J v n) (hm : IsGroundState K T J w m) :
    (n - m) ⬝ᵥ (n - m) ≤ ((v - w) ⬝ᵥ (v - w)) / κ ^ 2 := by
  have h1 := hartree_error_le_potential_error hT hn hm
  have h2 := hJ (n - m)
  unfold hartree at h1
  generalize n - m = d at *
  generalize v - w = a at *
  -- expand the square of a - κ d
  have h3 : 0 ≤ (a - κ • d) ⬝ᵥ (a - κ • d) := by
    unfold dotProduct
    exact Finset.sum_nonneg fun i _ => mul_self_nonneg _
  simp only [sub_dotProduct, dotProduct_sub, smul_dotProduct, dotProduct_smul,
    smul_eq_mul, dotProduct_comm d a] at h3
  have h4 : κ * (κ * (d ⬝ᵥ d)) ≤ κ * (a ⬝ᵥ d) :=
    mul_le_mul_of_nonneg_left (by linarith) hκ.le
  rw [le_div_iff₀ (by positivity)]
  linarith
```

## (g) Hartree energy of a difference

For symmetric $J$, show that
$$D(x-y)=D(x)+D(y)-\langle Jx,y\rangle.$$

**Solution.** Expanding, $2D(x-y)=2D(x)+2D(y)-\langle x,Jy\rangle-\langle y,Jx\rangle$. By symmetry both cross terms equal $\langle Jx,y\rangle$. These two equalities are `h1` and `h2`.

```lean
/-- For a symmetric interaction, the Hartree energy of a difference is the sum of the two
Hartree energies minus the mutual interaction energy. -/
theorem hartree_sub (hJ : J.IsSymm) (x y : ι → ℝ) :
    hartree J (x - y) = hartree J x + hartree J y - (J *ᵥ x) ⬝ᵥ y := by
  have h1 : x ⬝ᵥ J *ᵥ y = (J *ᵥ x) ⬝ᵥ y := by
    rw [Matrix.dotProduct_mulVec, ← Matrix.mulVec_transpose, hJ.eq]
  have h2 : y ⬝ᵥ J *ᵥ x = (J *ᵥ x) ⬝ᵥ y := dotProduct_comm _ _
  simp only [hartree, Matrix.mulVec_sub, dotProduct_sub, sub_dotProduct]
  linarith
```

## (h) One Hartree potential for all ground states

Let $T$ be convex on $K$ and $J$ symmetric with $D(x)\ge0$ for all $x$. Let $n$ and $m$ be ground states in the same $v$. Show that
$$Jn=Jm.$$

**Solution.** Put $d=n-m$ and $g=Jd$. Part (d) with $w=v$ gives $D(d)\le0$. For every real $s$, positivity and (g) give
$$0\le D(d-sg)=D(d)+s^2D(g)-s|g|^2\le s^2D(g)-s|g|^2.$$
Choose $s=|g|^2/(D(g)+1)$, so that $s|g|^2=s^2(D(g)+1)$. The inequality becomes $0\le-s^2$, hence $s=0$ and $g=0$.

If $T$ is not strictly convex, the densities themselves may still differ, by a charge pattern that produces no potential. For a strictly convex $T$, such as the Thomas–Fermi energy, they coincide. In the code, `hs` defines $s$ and `h3` shows that it vanishes.

```lean
/-- For `T` convex on `K` and `J` symmetric positive semidefinite, any two ground states in the
same external potential produce the same Hartree potential. -/
theorem hartree_potential_unique (hT : ConvexOn ℝ K T) (hJ : J.IsSymm)
    (hpos : ∀ x, 0 ≤ hartree J x)
    (hn : IsGroundState K T J v n) (hm : IsGroundState K T J v m) :
    J *ᵥ n = J *ᵥ m := by
  have h0 := hartree_error_le_potential_error hT hn hm
  rw [sub_self, zero_dotProduct] at h0
  rw [← sub_eq_zero, ← Matrix.mulVec_sub]
  generalize n - m = d at *
  have hb := hpos (J *ᵥ d)
  obtain ⟨s, hs⟩ : ∃ s : ℝ, s * (hartree J (J *ᵥ d) + 1) = (J *ᵥ d) ⬝ᵥ (J *ᵥ d) :=
    ⟨((J *ᵥ d) ⬝ᵥ (J *ᵥ d)) / (hartree J (J *ᵥ d) + 1), div_mul_cancel₀ _ (by positivity)⟩
  -- positivity along the direction J d forces J d = 0
  have h1 := hpos (d - s • (J *ᵥ d))
  have h2 : hartree J (s • (J *ᵥ d)) = s ^ 2 * hartree J (J *ᵥ d) := by
    simp only [hartree, Matrix.mulVec_smul, smul_dotProduct, dotProduct_smul, smul_eq_mul]
    ring
  rw [hartree_sub hJ, h2, dotProduct_smul, smul_eq_mul, ← hs] at h1
  have h3 : s = 0 := by
    apply pow_eq_zero_iff (two_ne_zero) |>.1
    nlinarith [sq_nonneg s]
  rw [h3, zero_mul] at hs
  exact dotProduct_self_eq_zero.1 hs.symm
```

## (i) Charge induced by an external charge

Let $T$ and $J$ be as in (h). Let $m$ be a ground state in $w$, and $n$ a ground state after the attractive potential $Ju$ of an external charge $u$ has been added. Show that
$$D(n-m)\le D(u).$$

**Solution.** Let $\delta=n-m$. Part (d) gives $2D(\delta)\le\langle Ju,\delta\rangle$. Positivity and (g) give $0\le D(u-\delta)=D(u)+D(\delta)-\langle Ju,\delta\rangle$. Together, $2D(\delta)\le D(u)+D(\delta)$.

The external charge need not be weak, so the bound holds beyond linear response within the model. Using (d) in the formula for $D(u-\delta)$ also gives $D(u-\delta)\le D(u)-D(\delta)$. This is screening: the external charge together with the induced electron density has no more Hartree energy than the external charge alone. In the code, (d) is `h1` and positivity is `h2`.

```lean
/-- For `T` convex on `K` and `J` symmetric positive semidefinite, adding the potential `J u` of an
external charge `u` changes the ground-state density by an amount whose Hartree energy is at most
that of `u`. -/
theorem induced_charge_bound (hT : ConvexOn ℝ K T) (hJ : J.IsSymm)
    (hpos : ∀ x, 0 ≤ hartree J x) {u : ι → ℝ}
    (hn : IsGroundState K T J (w + J *ᵥ u) n) (hm : IsGroundState K T J w m) :
    hartree J (n - m) ≤ hartree J u := by
  have h1 := hartree_error_le_potential_error hT hn hm
  rw [add_sub_cancel_left] at h1
  have h2 := hpos (u - (n - m))
  rw [hartree_sub hJ] at h2
  linarith
```

## (j) A case of equality

Let $T=0$, admit all real densities, and let $J$ be symmetric with $D\ge0$. Show that every $n$ is a ground state in the potential $Jn$, and that for every $m$
$$E_{Jn}(m)-E_{Jn}(n)=D(m-n),\qquad\langle Jn-Jm,n-m\rangle=2D(n-m).$$

**Solution.** Since $\langle Jn,n\rangle=2D(n)$,
$$E_{Jn}(m)-E_{Jn}(n)=D(m)-\langle Jn,m\rangle+D(n)=D(m-n)$$
by (g) and the symmetry of $J$. The right side is nonnegative, so $n$ is a ground state. The second equality is the definition of $D$ applied to $n-m$. As $m$ is likewise a ground state in $Jm$, the bounds (c) and (d) are both attained. If $n$ and $m$ are nonnegative, they are also ground states among the nonnegative densities, so equality does not depend on admitting negative ones.

In the code, `gap` is the first equality, and the ground-state property follows from it.

```lean
/-- Sharpness: for `T = 0`, all real densities admitted and `J` symmetric positive semidefinite,
each `n` is a ground state in the potential `J n`, and the energy and potential bounds are
equalities for every `m`. -/
theorem bounds_sharp (hJ : J.IsSymm) (hpos : ∀ x, 0 ≤ hartree J x) (n : ι → ℝ) :
    IsGroundState Set.univ (fun _ => 0) J (J *ᵥ n) n ∧
    ∀ m, energy (fun _ => 0) J (J *ᵥ n) m - energy (fun _ => 0) J (J *ᵥ n) n
        = hartree J (m - n) ∧
      (J *ᵥ n - J *ᵥ m) ⬝ᵥ (n - m) = 2 * hartree J (n - m) := by
  have gap : ∀ m, energy (fun _ => 0) J (J *ᵥ n) m - energy (fun _ => 0) J (J *ᵥ n) n
      = hartree J (m - n) := by
    intro m
    have h1 : (J *ᵥ n) ⬝ᵥ m = (J *ᵥ m) ⬝ᵥ n := by
      rw [dotProduct_comm, Matrix.dotProduct_mulVec, ← Matrix.mulVec_transpose, hJ.eq]
    have h2 : (J *ᵥ n) ⬝ᵥ n = 2 * hartree J n := by
      rw [dotProduct_comm]
      unfold hartree
      ring
    rw [hartree_sub hJ]
    unfold energy
    linarith
  refine ⟨⟨Set.mem_univ n, fun m _ => ?_⟩, fun m => ⟨gap m, ?_⟩⟩
  · linarith [gap m, hpos (m - n)]
  · rw [← Matrix.mulVec_sub, dotProduct_comm]
    unfold hartree
    ring

end

end ThomasFermiStability
```

```lean
#print axioms ThomasFermiStability.hartree_error_le_energy_error
#print axioms ThomasFermiStability.hartree_potential_unique
#print axioms ThomasFermiStability.induced_charge_bound
#print axioms ThomasFermiStability.bounds_sharp
```

```
'ThomasFermiStability.hartree_error_le_energy_error' depends on axioms: [propext, Classical.choice, Quot.sound]
'ThomasFermiStability.hartree_potential_unique' depends on axioms: [propext, Classical.choice, Quot.sound]
'ThomasFermiStability.induced_charge_bound' depends on axioms: [propext, Classical.choice, Quot.sound]
'ThomasFermiStability.bounds_sharp' depends on axioms: [propext, Classical.choice, Quot.sound]
```
